# The partial waves of r₁₂ are C² in the radius, with a third-derivative jump of −(4l+2)/s²

Fix one electron at radius s > 0 and let the other have radius r. For each natural number l, the radial factor W(r) multiplying the Legendre polynomial P_l(cos θ) in the expansion of the distance r₁₂, with θ the angle between the two position vectors, is twice continuously differentiable on (0,∞). Its third derivative has limits from both sides of r = s, and the right limit minus the left limit is −(4l+2)/s². Explicitly,

W(r) = r^(l+2)/((2l+3)s^(l+1)) − r^l/((2l−1)s^(l−1)) for r ≤ s,

with r and s exchanged for r > s. The theorems concern this function; the Legendre expansion itself is taken as the motivation for it.

For a single l and fixed s, this tells a radial quadrature or finite-difference scheme where high-order accuracy can be lost: on panels or stencils that straddle r = s.

```lean
import Mathlib

open Filter Topology Set

namespace DistancePartialWave

noncomputable section
```

## l is a natural number

Physically, l is the angular momentum of the partial wave. Being an integer, it keeps 2l − 1 away from zero; at l = 1/2 the second term of W would have a vanishing denominator. The proofs use this through `omega`, whenever 2l − 1 is cancelled.

`kernel` takes the smaller radius first, and `partialWave l s r` is W(r). Exponents are integers, not naturals, so that l − 1 = −1 is correct at l = 0. `coulombWave` is the corresponding factor of 1/r₁₂.

```lean
/-- Radial factor of the `l`-th partial wave of the distance between two particles,
with the smaller radius `a` and the larger radius `b`. -/
def kernel (l : ℕ) (a b : ℝ) : ℝ :=
  a ^ ((l : ℤ) + 2) / b ^ ((l : ℤ) + 1) / (2 * (l : ℝ) + 3)
    - a ^ (l : ℤ) / b ^ ((l : ℤ) - 1) / (2 * (l : ℝ) - 1)

/-- The `l`-th partial wave of the distance as a function of one radius `r`,
the other radius `s` being fixed. -/
def partialWave (l : ℕ) (s r : ℝ) : ℝ :=
  if r ≤ s then kernel l r s else kernel l s r

/-- The `l`-th multipole factor of the Coulomb repulsion: the smaller radius to the power `l`
over the larger radius to the power `l + 1`. -/
def coulombWave (l : ℕ) (s r : ℝ) : ℝ :=
  if r ≤ s then r ^ (l : ℤ) / s ^ ((l : ℤ) + 1) else s ^ (l : ℤ) / r ^ ((l : ℤ) + 1)
```

Write [m]_k = m(m−1)⋯(m−k+1), with [m]_0 = 1. The k-th derivatives of the two branches are

inner: [l+2]_k r^(l+2−k)/((2l+3)s^(l+1)) − [l]_k r^(l−k)/((2l−1)s^(l−1))

outer: [−l−1]_k s^(l+2) r^(−l−1−k)/(2l+3) − [1−l]_k s^l r^(1−l−k)/(2l−1).

These are `innerBranch` and `outerBranch`, with `fall m k` for [m]_k; `waveDeriv` joins them at s.

```lean
/-- The falling product `m (m - 1) ⋯ (m - k + 1)`. -/
def fall (m : ℤ) (k : ℕ) : ℝ := ∏ i ∈ Finset.range k, ((m : ℝ) - (i : ℝ))

/-- Formula for the `k`-th derivative of the power `r ^ m`. -/
def powerDeriv (m : ℤ) (k : ℕ) (r : ℝ) : ℝ := fall m k * r ^ (m - (k : ℤ))

/-- Formula for the `k`-th derivative of the partial wave inside the radius `s`. -/
def innerBranch (l : ℕ) (s : ℝ) (k : ℕ) (r : ℝ) : ℝ :=
  (s ^ ((l : ℤ) + 1))⁻¹ / (2 * (l : ℝ) + 3) * powerDeriv ((l : ℤ) + 2) k r
    - (s ^ ((l : ℤ) - 1))⁻¹ / (2 * (l : ℝ) - 1) * powerDeriv (l : ℤ) k r

/-- Formula for the `k`-th derivative of the partial wave outside the radius `s`. -/
def outerBranch (l : ℕ) (s : ℝ) (k : ℕ) (r : ℝ) : ℝ :=
  s ^ ((l : ℤ) + 2) / (2 * (l : ℝ) + 3) * powerDeriv (-((l : ℤ) + 1)) k r
    - s ^ (l : ℤ) / (2 * (l : ℝ) - 1) * powerDeriv (1 - (l : ℤ)) k r

/-- The inner and outer formulas for the `k`-th derivative, joined at `r = s`. -/
def waveDeriv (l : ℕ) (s : ℝ) (k : ℕ) (r : ℝ) : ℝ :=
  if r ≤ s then innerBranch l s k r else outerBranch l s k r
```

## r is positive

A radius is positive away from the nucleus. By hand, this licenses the power rule for negative exponents: 1/r has no derivative at r = 0. In the proof it enters `hasDerivAt_powerDeriv`, and `hasDerivAt_branches` then carries the rule to both branches.

```lean
/-- At every `r > 0`, differentiating the formula for the `k`-th derivative of a power gives the
formula for the `(k+1)`-th. -/
theorem hasDerivAt_powerDeriv (m : ℤ) (k : ℕ) {r : ℝ} (hr : 0 < r) :
    HasDerivAt (powerDeriv m k) (powerDeriv m (k + 1) r) r := by
  have h := (hasDerivAt_zpow (m - (k : ℤ)) r (Or.inl hr.ne')).const_mul (fall m k)
  have e : fall m k * (((m - (k : ℤ) : ℤ) : ℝ) * r ^ (m - (k : ℤ) - 1))
      = powerDeriv m (k + 1) r := by
    have e' : m - ((k + 1 : ℕ) : ℤ) = m - (k : ℤ) - 1 := by push_cast; ring
    rw [powerDeriv, e', fall, fall, Finset.prod_range_succ]
    push_cast
    ring
  rw [← e]
  exact h

/-- At every `r > 0`, differentiating the inner formula for `k` gives the inner formula for `k + 1`,
and likewise for the outer formula. -/
theorem hasDerivAt_branches (l : ℕ) (s : ℝ) (k : ℕ) {r : ℝ} (hr : 0 < r) :
    HasDerivAt (innerBranch l s k) (innerBranch l s (k + 1) r) r ∧
      HasDerivAt (outerBranch l s k) (outerBranch l s (k + 1) r) r :=
  ⟨((hasDerivAt_powerDeriv _ k hr).const_mul _).fun_sub
      ((hasDerivAt_powerDeriv _ k hr).const_mul _),
    ((hasDerivAt_powerDeriv _ k hr).const_mul _).fun_sub
      ((hasDerivAt_powerDeriv _ k hr).const_mul _)⟩
```

## s is positive

This places the fixed electron away from the origin, so that the joint r = s lies inside the domain. If s = 0 and l = 0, then W(r) = r for all r > 0, and there is no joint and no jump.

At r = s every term scales as s^(1−k), so outer minus inner is

s^(1−k) { ([−l−1]_k − [l+2]_k)/(2l+3) − ([1−l]_k − [l]_k)/(2l−1) }.

The braces give

- k = 0: 0 − 0 = 0
- k = 1: −1 − (−1) = 0
- k = 2: 0 − 0 = 0, since [−l−1]_2 = [l+2]_2 and [1−l]_2 = [l]_2
- k = 3: −(l+1)(l+2) + l(l−1) = −(4l+2).

In `branch_jump`, `key` is the scaling formula, `interval_cases` runs through k = 0, 1, 2, and `ring` does the algebra.

```lean
/-- At `r = s` the two branches agree in value, slope and curvature, and their third derivatives
differ, outer minus inner, by `-(4l+2)/s²`. -/
theorem branch_jump (l : ℕ) {s : ℝ} (hs : 0 < s) :
    (∀ k < 3, innerBranch l s k s = outerBranch l s k s) ∧
      outerBranch l s 3 s - innerBranch l s 3 s = -(4 * (l : ℝ) + 2) / s ^ 2 := by
  have hC : 2 * (l : ℝ) + 3 ≠ 0 := by positivity
  have hD : 2 * (l : ℝ) - 1 ≠ 0 := by
    intro h
    have h' : 2 * (l : ℤ) - 1 = 0 := by exact_mod_cast h
    omega
  -- every term scales as the same power of s
  have key : ∀ k : ℕ, outerBranch l s k s - innerBranch l s k s = s ^ (1 - (k : ℤ)) *
      ((fall (-((l : ℤ) + 1)) k - fall ((l : ℤ) + 2) k) / (2 * (l : ℝ) + 3)
        - (fall (1 - (l : ℤ)) k - fall (l : ℤ) k) / (2 * (l : ℝ) - 1)) := by
    intro k
    have h1 : s ^ ((l : ℤ) + 2) * s ^ (-((l : ℤ) + 1) - (k : ℤ)) = s ^ (1 - (k : ℤ)) := by
      rw [← zpow_add₀ hs.ne']; congr 1; ring
    have h2 : s ^ (l : ℤ) * s ^ (1 - (l : ℤ) - (k : ℤ)) = s ^ (1 - (k : ℤ)) := by
      rw [← zpow_add₀ hs.ne']; congr 1; ring
    have h3 : (s ^ ((l : ℤ) + 1))⁻¹ * s ^ ((l : ℤ) + 2 - (k : ℤ)) = s ^ (1 - (k : ℤ)) := by
      rw [← zpow_neg, ← zpow_add₀ hs.ne']; congr 1; ring
    have h4 : (s ^ ((l : ℤ) - 1))⁻¹ * s ^ ((l : ℤ) - (k : ℤ)) = s ^ (1 - (k : ℤ)) := by
      rw [← zpow_neg, ← zpow_add₀ hs.ne']; congr 1; ring
    unfold outerBranch innerBranch powerDeriv
    linear_combination fall (-((l : ℤ) + 1)) k / (2 * (l : ℝ) + 3) * h1
      - fall (1 - (l : ℤ)) k / (2 * (l : ℝ) - 1) * h2
      - fall ((l : ℤ) + 2) k / (2 * (l : ℝ) + 3) * h3
      + fall (l : ℤ) k / (2 * (l : ℝ) - 1) * h4
  constructor
  · intro k hk
    refine (sub_eq_zero.mp ?_).symm
    rw [key k, div_sub_div _ _ hC hD]
    refine mul_eq_zero_of_right _ ?_
    rw [div_eq_iff (mul_ne_zero hC hD)]
    interval_cases k <;> simp only [fall, Finset.prod_range_succ, Finset.prod_range_zero] <;>
      push_cast <;> ring
  · have hp : s ^ (1 - ((3 : ℕ) : ℤ)) = (s ^ 2)⁻¹ := by
      rw [show (1 : ℤ) - ((3 : ℕ) : ℤ) = -((2 : ℕ) : ℤ) by norm_num, zpow_neg, zpow_natCast]
    have hb : (fall (-((l : ℤ) + 1)) 3 - fall ((l : ℤ) + 2) 3) / (2 * (l : ℝ) + 3)
        - (fall (1 - (l : ℤ)) 3 - fall (l : ℤ) 3) / (2 * (l : ℝ) - 1)
        = -(4 * (l : ℝ) + 2) := by
      rw [div_sub_div _ _ hC hD, div_eq_iff (mul_ne_zero hC hD)]
      simp only [fall, Finset.prod_range_succ, Finset.prod_range_zero]
      push_cast
      ring
    rw [key 3, hp, hb, div_eq_mul_inv, mul_comm]
```

## r differs from s, or the derivative is low enough

At r = s the electrons can meet, when θ = 0. There the joined k-th derivative has the inner and outer (k+1)-th derivatives as its left and right slopes, for k < 3. They agree for k = 0 and 1, which gives genuine derivatives W′ and W″ at s. For k = 2 they differ, but their existence still makes W″ continuous. Hence the condition `r ≠ s ∨ k < 2` in `hasDerivAt_waveDeriv`.

```lean
/-- For `k < 3` the joined `k`-th derivative has a left and a right derivative at `s`,
given by the inner and the outer formula. -/
theorem waveDeriv_one_sided (l : ℕ) {s : ℝ} (hs : 0 < s) {k : ℕ} (hk : k < 3) :
    HasDerivWithinAt (waveDeriv l s k) (innerBranch l s (k + 1) s) (Iic s) s ∧
      HasDerivWithinAt (waveDeriv l s k) (outerBranch l s (k + 1) s) (Ici s) s := by
  have h0 : waveDeriv l s k s = innerBranch l s k s := by rw [waveDeriv, if_pos le_rfl]
  have h1 := h0.trans ((branch_jump l hs).1 k hk)
  refine ⟨(hasDerivAt_branches l s k hs).1.hasDerivWithinAt.congr (fun x hx => ?_) h0,
    (hasDerivAt_branches l s k hs).2.hasDerivWithinAt.congr (fun x hx => ?_) h1⟩
  · rw [waveDeriv, if_pos (mem_Iic.mp hx)]
  · rcases (mem_Ici.mp hx).eq_or_lt with h | h
    · rw [← h]; exact h1
    · rw [waveDeriv, if_neg (not_le_of_gt h)]

/-- The joined formulas are successive derivatives at every `r > 0` other than `s`,
and for `k < 2` also at `s`. -/
theorem hasDerivAt_waveDeriv (l : ℕ) {s r : ℝ} (hs : 0 < s) (hr : 0 < r) {k : ℕ}
    (hk : r ≠ s ∨ k < 2) :
    HasDerivAt (waveDeriv l s k) (waveDeriv l s (k + 1) r) r := by
  rcases lt_trichotomy r s with h | h | h
  · rw [show waveDeriv l s (k + 1) r = innerBranch l s (k + 1) r by
      rw [waveDeriv, if_pos h.le]]
    refine (hasDerivAt_branches l s k hr).1.congr_of_eventuallyEq ?_
    filter_upwards [Iio_mem_nhds h] with x hx
    rw [waveDeriv, if_pos (mem_Iio.mp hx).le]
  · -- at the joint the two one-sided derivatives coincide
    have hk' : k < 2 := hk.resolve_left (fun hne => hne h)
    obtain ⟨hl, hr'⟩ := waveDeriv_one_sided l hs (show k < 3 by omega)
    rw [← (branch_jump l hs).1 (k + 1) (by omega)] at hr'
    have u := hl.union hr'
    rw [Iic_union_Ici, hasDerivWithinAt_univ] at u
    rw [h, show waveDeriv l s (k + 1) s = innerBranch l s (k + 1) s by
      rw [waveDeriv, if_pos le_rfl]]
    exact u
  · rw [show waveDeriv l s (k + 1) r = outerBranch l s (k + 1) r by
      rw [waveDeriv, if_neg (not_le_of_gt h)]]
    refine (hasDerivAt_branches l s k hr).2.congr_of_eventuallyEq ?_
    filter_upwards [Ioi_mem_nhds h] with x hx
    rw [waveDeriv, if_neg (not_le_of_gt (mem_Ioi.mp hx))]
```

`deriv_partialWave` identifies the joined formulas with Lean's actual derivatives. In `partialWave_regularity`, `ContDiffOn ℝ 2` on `Ioi 0` is the C² claim, built up from the continuity of W″ by two uses of `step`. Away from s the third derivative is the branch formula, whose continuity supplies the limits A from the left and B from the right.

```lean
/-- The partial wave is given by the joined formula for `k = 0`, and its first two derivatives at
every `r > 0` by those for `k = 1` and `k = 2`. -/
theorem deriv_partialWave (l : ℕ) {s : ℝ} (hs : 0 < s) :
    partialWave l s = waveDeriv l s 0 ∧
      ∀ r > 0, deriv (partialWave l s) r = waveDeriv l s 1 r ∧
        deriv (deriv (partialWave l s)) r = waveDeriv l s 2 r := by
  have h0 : partialWave l s = waveDeriv l s 0 := by
    funext r
    have e : r ^ (1 - (l : ℤ)) = (r ^ ((l : ℤ) - 1))⁻¹ := by
      rw [← zpow_neg]; congr 1; ring
    unfold partialWave waveDeriv
    split_ifs
    · simp only [kernel, innerBranch, powerDeriv, fall, Finset.prod_range_zero,
        Nat.cast_zero, sub_zero, one_mul]
      ring
    · simp only [kernel, outerBranch, powerDeriv, fall, Finset.prod_range_zero,
        Nat.cast_zero, sub_zero, one_mul]
      rw [e, zpow_neg]
      ring
  have h1 : ∀ r > 0, deriv (partialWave l s) r = waveDeriv l s 1 r := fun r hr => by
    rw [h0]; exact (hasDerivAt_waveDeriv l hs hr (Or.inr (by norm_num))).deriv
  refine ⟨h0, fun r hr => ⟨h1 r hr, ?_⟩⟩
  have e : deriv (partialWave l s) =ᶠ[𝓝 r] waveDeriv l s 1 := by
    filter_upwards [Ioi_mem_nhds hr] with x hx using h1 x hx
  rw [e.deriv_eq]
  exact (hasDerivAt_waveDeriv l hs hr (Or.inr (by norm_num))).deriv

/-- Each partial wave of the distance is twice continuously differentiable in `r > 0`, while its
third derivative has one-sided limits at `r = s`, the right one minus the left one being
`-(4l+2)/s²`. -/
theorem partialWave_regularity (l : ℕ) {s : ℝ} (hs : 0 < s) :
    ContDiffOn ℝ 2 (partialWave l s) (Ioi 0) ∧
      ∃ A B : ℝ, Tendsto (deriv (deriv (deriv (partialWave l s)))) (𝓝[<] s) (𝓝 A) ∧
        Tendsto (deriv (deriv (deriv (partialWave l s)))) (𝓝[>] s) (𝓝 B) ∧
        B - A = -(4 * (l : ℝ) + 2) / s ^ 2 := by
  obtain ⟨h0, hd⟩ := deriv_partialWave l hs
  constructor
  · have step : ∀ (n : ℕ) (f g : ℝ → ℝ), (∀ r > 0, HasDerivAt f (g r) r) →
        ContDiffOn ℝ n g (Ioi 0) → ContDiffOn ℝ (n + 1) f (Ioi 0) := by
      intro n f g h hg
      rw [contDiffOn_succ_iff_deriv_of_isOpen isOpen_Ioi]
      exact ⟨fun r hr => (h r hr).differentiableAt.differentiableWithinAt,
        fun hn => absurd hn (by simp), hg.congr fun r hr => (h r hr).deriv⟩
    -- the curvature is continuous, also across r = s
    have hc : ContinuousOn (waveDeriv l s 2) (Ioi 0) := by
      intro r hr
      refine ContinuousAt.continuousWithinAt ?_
      by_cases h : r = s
      · obtain ⟨hl, hr'⟩ := waveDeriv_one_sided l hs (show 2 < 3 by norm_num)
        rw [h]
        exact continuousAt_iff_continuous_left_right.2
          ⟨hl.continuousWithinAt, hr'.continuousWithinAt⟩
      · exact (hasDerivAt_waveDeriv l hs hr (Or.inl h)).continuousAt
    have c1 := step 0 (waveDeriv l s 1) (waveDeriv l s 2)
      (fun r hr => hasDerivAt_waveDeriv l hs hr (Or.inr (by norm_num)))
      (by rw [Nat.cast_zero]; exact contDiffOn_zero.2 hc)
    have c2 := step 1 (waveDeriv l s 0) (waveDeriv l s 1)
      (fun r hr => hasDerivAt_waveDeriv l hs hr (Or.inr (by norm_num)))
      (by rw [Nat.cast_zero, zero_add] at c1; rw [Nat.cast_one]; exact c1)
    rw [Nat.cast_one, one_add_one_eq_two] at c2
    rw [h0]
    exact c2
  · have third : ∀ r > 0, r ≠ s →
        deriv (deriv (deriv (partialWave l s))) r = waveDeriv l s 3 r := by
      intro r hr hne
      have e : deriv (deriv (partialWave l s)) =ᶠ[𝓝 r] waveDeriv l s 2 := by
        filter_upwards [Ioi_mem_nhds hr] with x hx using (hd x hx).2
      rw [e.deriv_eq]
      exact (hasDerivAt_waveDeriv l hs hr (Or.inl hne)).deriv
    obtain ⟨hi, ho⟩ := hasDerivAt_branches l s 3 hs
    refine ⟨innerBranch l s 3 s, outerBranch l s 3 s,
      (hi.continuousAt.tendsto.mono_left nhdsWithin_le_nhds).congr' ?_,
      (ho.continuousAt.tendsto.mono_left nhdsWithin_le_nhds).congr' ?_, (branch_jump l hs).2⟩
    · filter_upwards [Ioo_mem_nhdsLT hs] with r hr
      rw [third r hr.1 hr.2.ne, waveDeriv, if_pos hr.2.le]
    · filter_upwards [self_mem_nhdsWithin] with r hr
      have h : s < r := hr
      rw [third r (hs.trans h) h.ne', waveDeriv, if_neg (not_le_of_gt h)]
```

At r = s itself, the third derivative does not exist. The smallest case, l = 0 and s = 1, shows it:

W = r²/3 + 1 inside, W = r + 1/(3r) outside.

Here W″ is 2/3 inside and 2/(3r³) outside, so its slopes at r = 1 are 0 and −2. For general l, a derivative of W″ at s would have to equal both one-sided slopes, contradicting the nonzero jump.

```lean
/-- The second derivative of each partial wave is not differentiable at `r = s`. -/
theorem second_deriv_not_differentiable (l : ℕ) {s : ℝ} (hs : 0 < s) :
    ¬ DifferentiableAt ℝ (deriv (deriv (partialWave l s))) s := by
  intro h
  have e : waveDeriv l s 2 =ᶠ[𝓝 s] deriv (deriv (partialWave l s)) := by
    filter_upwards [Ioi_mem_nhds hs] with x hx using (((deriv_partialWave l hs).2 x hx).2).symm
  have hD := h.hasDerivAt.congr_of_eventuallyEq e
  obtain ⟨hl, hr⟩ := waveDeriv_one_sided l hs (show 2 < 3 by norm_num)
  -- a two-sided derivative would equal both one-sided ones
  have e1 := (uniqueDiffWithinAt_Iic s).eq_deriv _ hl hD.hasDerivWithinAt
  have e2 := (uniqueDiffWithinAt_Ici s).eq_deriv _ hr hD.hasDerivWithinAt
  have hj := (branch_jump l hs).2
  have hpos : 0 < (4 * (l : ℝ) + 2) / s ^ 2 := by positivity
  rw [neg_div] at hj
  norm_num at e1 e2
  linarith
```

## Positivity in the radial equation

With Δ the Laplacian in the position of the electron at radius r, the other electron being fixed, the relation Δr₁₂ = 2/r₁₂ has for each l the radial form

W″ + 2W′/r − l(l+1)W/r² = 2 r_<^l / r_>^(l+1),

where r_< and r_> are the smaller and larger of r and s. It holds for all r, s > 0, including r = s. The left-hand operator sends r^m to (m(m+1) − l(l+1)) r^(m−2), which is `radial_power`. The factor is

- 0 for m = l and m = −l−1
- 2(2l+3) for m = l+2
- −2(2l−1) for m = 1−l.

One term survives on each side of s, and its denominator cancels. `linear_combination` assembles exactly these contributions.

Here r > 0 matters for W itself. At r = 0 and l = 0, Lean's convention x/0 = 0 makes the left side 2/(3s), while the right side is 2/s.

```lean
/-- The radial Laplacian of angular momentum `l` acts on the power `r ^ m` as
multiplication by `m(m+1) - l(l+1)` and lowering of the exponent by two. -/
theorem radial_power (l : ℕ) (m : ℤ) {r c : ℝ} (hr : 0 < r)
    (hc : (m : ℝ) * (m + 1) - l * (l + 1) = c) :
    powerDeriv m 2 r + 2 * powerDeriv m 1 r / r - l * (l + 1) * powerDeriv m 0 r / r ^ 2
      = c * r ^ (m - 2) := by
  have h1 : r ^ (m - 1) = r ^ (m - 2) * r := by
    rw [← zpow_add_one₀ hr.ne']; congr 1; ring
  have h0 : r ^ m = r ^ (m - 2) * r ^ 2 := by
    rw [← zpow_natCast r 2, ← zpow_add₀ hr.ne']; congr 1; push_cast; ring
  have d1 : powerDeriv m 1 r / r = m * r ^ (m - 2) := by
    rw [div_eq_iff hr.ne']
    simp only [powerDeriv, fall, Finset.prod_range_succ, Finset.prod_range_zero]
    push_cast
    rw [h1]; ring
  have d0 : powerDeriv m 0 r / r ^ 2 = r ^ (m - 2) := by
    rw [div_eq_iff (pow_ne_zero 2 hr.ne')]
    simp only [powerDeriv, fall, Finset.prod_range_zero, Nat.cast_zero, sub_zero, one_mul]
    exact h0
  have d2 : powerDeriv m 2 r = m * (m - 1) * r ^ (m - 2) := by
    simp only [powerDeriv, fall, Finset.prod_range_succ, Finset.prod_range_zero]
    push_cast
    ring
  rw [mul_div_assoc, mul_div_assoc, d1, d0, d2, ← hc]
  ring

/-- The radial Laplacian of angular momentum `l` turns the partial wave of the distance into
twice the Coulomb multipole factor, at every `r > 0`. -/
theorem radial_laplacian_partialWave (l : ℕ) {s r : ℝ} (hs : 0 < s) (hr : 0 < r) :
    deriv (deriv (partialWave l s)) r + 2 * deriv (partialWave l s) r / r
      - l * (l + 1) * partialWave l s r / r ^ 2 = 2 * coulombWave l s r := by
  obtain ⟨h0, hd⟩ := deriv_partialWave l hs
  have hC : (2 * (l : ℝ) + 3) * (2 * (l : ℝ) + 3)⁻¹ = 1 := mul_inv_cancel₀ (by positivity)
  have hD : (2 * (l : ℝ) - 1) * (2 * (l : ℝ) - 1)⁻¹ = 1 := by
    refine mul_inv_cancel₀ fun h => ?_
    have h' : 2 * (l : ℤ) - 1 = 0 := by exact_mod_cast h
    omega
  rw [(hd r hr).2, (hd r hr).1, h0]
  unfold waveDeriv coulombWave
  split_ifs
  · -- inside, only the power l + 2 contributes
    have h1 := radial_power l ((l : ℤ) + 2) (c := 2 * (2 * (l : ℝ) + 3)) hr
      (by push_cast; ring)
    have h2 := radial_power l (l : ℤ) (c := 0) hr (by push_cast; ring)
    rw [add_sub_cancel_right] at h1
    unfold innerBranch
    linear_combination (s ^ ((l : ℤ) + 1))⁻¹ / (2 * (l : ℝ) + 3) * h1
      - (s ^ ((l : ℤ) - 1))⁻¹ / (2 * (l : ℝ) - 1) * h2
      + 2 * (s ^ ((l : ℤ) + 1))⁻¹ * r ^ (l : ℤ) * hC
  · -- outside, only the power 1 - l contributes
    have h3 := radial_power l (-((l : ℤ) + 1)) (c := 0) hr (by push_cast; ring)
    have h4 := radial_power l (1 - (l : ℤ)) (c := -2 * (2 * (l : ℝ) - 1)) hr
      (by push_cast; ring)
    rw [show 1 - (l : ℤ) - 2 = -((l : ℤ) + 1) by ring, zpow_neg] at h4
    unfold outerBranch
    linear_combination s ^ ((l : ℤ) + 2) / (2 * (l : ℝ) + 3) * h3
      - s ^ (l : ℤ) / (2 * (l : ℝ) - 1) * h4
      + 2 * s ^ (l : ℤ) * (r ^ ((l : ℤ) + 1))⁻¹ * hD

end

end DistancePartialWave
```

```lean
#print axioms DistancePartialWave.deriv_partialWave
#print axioms DistancePartialWave.partialWave_regularity
#print axioms DistancePartialWave.second_deriv_not_differentiable
#print axioms DistancePartialWave.radial_laplacian_partialWave
```

```
'DistancePartialWave.deriv_partialWave' depends on axioms: [propext, Classical.choice, Quot.sound]
'DistancePartialWave.partialWave_regularity' depends on axioms: [propext, Classical.choice, Quot.sound]
'DistancePartialWave.second_deriv_not_differentiable' depends on axioms: [propext, Classical.choice, Quot.sound]
'DistancePartialWave.radial_laplacian_partialWave' depends on axioms: [propext, Classical.choice, Quot.sound]
```
